# A full sequential sweep of amplitude relaxations lowers a positive definite quadratic energy unless the amplitude equations are already solved

In an iterative calculation of first-order amplitudes, one amplitude can be updated by dividing its residual by its diagonal matrix element and subtracting the quotient. If each new value is used at once in the next update, and the matrix is real, symmetric and positive definite, a pass through all amplitudes strictly lowers the energy functional unless the equations are already solved.

An example is the Hylleraas functional of second-order perturbation theory, for real amplitudes in a finite orthonormal set of excited configurations. There $A$ is the matrix of $H_0-E_0$ between these configurations, which need not be diagonal, and $b$ holds their couplings to the reference through the perturbation. Positive definiteness means that every normalised combination of the excited configurations has an expectation value of the zeroth-order Hamiltonian $H_0$ above $E_0$, the eigenvalue of $H_0$ for the reference.

## The energy and its residual

The amplitudes are labelled by a finite type `n`, and a vector of amplitudes is a function `n → ℝ`.

```lean
import Mathlib

open Matrix

namespace SingleAmplitudeRelaxation

noncomputable section

variable {n : Type*} [Fintype n]
```

Write $\langle u,v\rangle=\sum_k u(k)v(k)$, which is `⬝ᵥ` in Lean; `*ᵥ` is the matrix acting on a vector. The energy is

$$J(x)=\langle x,Ax\rangle+2\langle x,b\rangle .$$

```lean
/-- The quadratic energy functional `J(x) = ⟨x, A x⟩ + 2 ⟨x, b⟩` of the amplitudes `x`. -/
def energy (A : Matrix n n ℝ) (b x : n → ℝ) : ℝ :=
  x ⬝ᵥ A *ᵥ x + 2 * (x ⬝ᵥ b)
```

The amplitude equations $Ax=-b$ say that the following residual vanishes:

$$r=Ax+b .$$

```lean
/-- The residual `r = A x + b` of the amplitude equations. -/
def residual (A : Matrix n n ℝ) (b x : n → ℝ) : n → ℝ :=
  A *ᵥ x + b
```

For a change $d$ of the amplitudes,

$$J(x+d)=\langle x,Ax\rangle+\langle x,Ad\rangle+\langle d,Ax\rangle+\langle d,Ad\rangle+2\langle x,b\rangle+2\langle d,b\rangle .$$

Symmetry gives $\langle x,Ad\rangle=\langle d,Ax\rangle$, so

$$J(x+d)=J(x)+2\langle d,r\rangle+\langle d,Ad\rangle .$$

```lean
/-- Changing the amplitudes by `d` changes the energy by `2 ⟨d, r⟩ + ⟨d, A d⟩`. -/
theorem energy_add {A : Matrix n n ℝ} (hA : A.IsSymm) (b x d : n → ℝ) :
    energy A b (x + d) = energy A b x + 2 * (d ⬝ᵥ residual A b x) + d ⬝ᵥ A *ᵥ d := by
  -- symmetry identifies the two cross terms
  have h : x ⬝ᵥ A *ᵥ d = d ⬝ᵥ A *ᵥ x := by
    rw [Matrix.dotProduct_mulVec, ← Matrix.mulVec_transpose, hA.eq, dotProduct_comm]
  simp only [energy, residual, Matrix.mulVec_add, add_dotProduct, dotProduct_add]
  linear_combination h
```

The auxiliary equation `h` is the equality of the cross terms, and `linear_combination h` collects the rest.

## Relaxing one amplitude

Let $e_m$ be the unit vector of amplitude $m$, so that `Pi.single m t` is $t\,e_m$. The relaxed vector is

$$R_m x=x-\frac{r(m)}{A(m,m)}\,e_m .$$

```lean
variable [DecidableEq n]

/-- Relaxation of amplitude `m`: it is shifted by `-r(m) / A(m,m)`, all others are kept. -/
def relax (A : Matrix n n ℝ) (b : n → ℝ) (m : n) (x : n → ℝ) : n → ℝ :=
  x + Pi.single m (-(residual A b x m / A m m))
```

A sweep applies these updates along a list, in any order and with repetitions allowed. The residual is recomputed from the current vector at each step:

$$S_{[\,]}\,x=x,\qquad S_{m::l}\,x=S_l(R_m x).$$

```lean
/-- Sequential relaxation of the amplitudes in a list, each step using the updated vector. -/
def sweep (A : Matrix n n ℝ) (b : n → ℝ) : List n → (n → ℝ) → (n → ℝ)
  | [], x => x
  | m :: l, x => sweep A b l (relax A b m x)
```

Setting $d=t\,e_m$ in the expansion gives $\langle d,r\rangle=t\,r(m)$ and $\langle d,Ad\rangle=t^2A(m,m)$, hence

$$J(x+t\,e_m)=J(x)+2t\,r(m)+t^2A(m,m).$$

```lean
/-- Along a single amplitude the energy is a polynomial of degree at most two in the shift, with
slope `2 r(m)` at the current point and curvature set by `A(m,m)`. -/
theorem energy_line {A : Matrix n n ℝ} (hA : A.IsSymm) (b x : n → ℝ) (m : n) (t : ℝ) :
    energy A b (x + Pi.single m t)
      = energy A b x + 2 * t * residual A b x m + t ^ 2 * A m m := by
  have h : (A *ᵥ Pi.single m t) m = A m m * t := by
    change (fun j => A m j) ⬝ᵥ Pi.single m t = _
    rw [dotProduct_single]
  rw [energy_add hA, single_dotProduct, single_dotProduct, h]
  ring
```

With $q=r(m)/A(m,m)$ we have $r(m)=A(m,m)\,q$, and completing the square gives

$$J(x+t\,e_m)=J(x)-A(m,m)\,q^2+A(m,m)(t+q)^2 .$$

At $t=-q$ the left side is $J(R_mx)$ and the last term vanishes, so $J(R_mx)=J(x)-A(m,m)\,q^2$. Therefore

$$J(x+t\,e_m)=J(R_m x)+A(m,m)(t+q)^2 .$$

```lean
/-- The energy along amplitude `m` is the relaxed energy plus `A(m,m)` times a square centred at the
relaxation step. -/
theorem energy_complete_square {A : Matrix n n ℝ} (hA : A.IsSymm) (b x : n → ℝ) {m : n}
    (hm : A m m ≠ 0) (t : ℝ) :
    energy A b (x + Pi.single m t)
      = energy A b (relax A b m x) + A m m * (t + residual A b x m / A m m) ^ 2 := by
  have hq : residual A b x m = A m m * (residual A b x m / A m m) := by
    field_simp
  unfold relax
  rw [energy_line hA, energy_line hA]
  generalize residual A b x m / A m m = q at hq ⊢
  linear_combination 2 * (t + q) * hq
```

Lean expands both energies with `energy_line` and uses `hq`, the relation $r(m)=A(m,m)\,q$, to match them.

If $A(m,m)>0$, the square term is nonnegative, so $J(R_mx)$ is the lowest energy that amplitude $m$ alone can reach. Setting $t=0$ gives the gain:

$$J(x)-J(R_m x)=A(m,m)\,q^2=\frac{r(m)^2}{A(m,m)} .$$

```lean
/-- Relaxing amplitude `m` reaches the lowest energy available by varying that amplitude
alone, and lowers the energy by exactly `r(m)² / A(m,m)`. -/
theorem relax_exact {A : Matrix n n ℝ} (hA : A.IsSymm) (b x : n → ℝ) {m : n}
    (hm : 0 < A m m) :
    IsLeast (Set.range fun t : ℝ => energy A b (x + Pi.single m t))
        (energy A b (relax A b m x)) ∧
      energy A b x - energy A b (relax A b m x) = residual A b x m ^ 2 / A m m := by
  refine ⟨⟨⟨-(residual A b x m / A m m), rfl⟩, ?_⟩, ?_⟩
  · rintro _ ⟨t, rfl⟩
    change _ ≤ energy A b (x + Pi.single m t)
    rw [energy_complete_square hA b x hm.ne' t]
    exact le_add_of_nonneg_right (mul_nonneg hm.le (sq_nonneg _))
  · -- the unrelaxed point is the parabola at `t = 0`
    have h := energy_complete_square hA b x hm.ne' 0
    rw [Pi.single_zero, add_zero] at h
    have h2 : A m m * (0 + residual A b x m / A m m) ^ 2 = residual A b x m ^ 2 / A m m := by
      rw [zero_add]
      field_simp
    linarith
```

`IsLeast` says that the relaxed energy is attained on the line and that no point of the line lies below it.

The same square also covers damped and over-relaxed steps, a consequence drawn here by hand and not stated as a theorem in the code. For $t=-\omega q$ the gain is $\omega(2-\omega)\,r(m)^2/A(m,m)$, which is positive for $0<\omega<2$ when $r(m)\neq0$.

## What a sweep does to the energy

Suppose every diagonal element is positive. Each step changes the energy by $-r(m)^2/A(m,m)\le 0$, with $r$ taken at the current vector. By induction on the list,

$$J(S_{m::l}\,x)=J(S_l(R_mx))\le J(R_mx)\le J(x).$$

```lean
/-- Sequential relaxation over any list of amplitudes never raises the energy. -/
theorem sweep_le {A : Matrix n n ℝ} (hA : A.IsSymm) (hd : ∀ m, 0 < A m m) (b : n → ℝ)
    (l : List n) (x : n → ℝ) : energy A b (sweep A b l x) ≤ energy A b x := by
  induction l generalizing x with
  | nil => exact le_refl _
  | cons m l ih =>
    have h1 := (relax_exact hA b x (hd m)).2
    have h2 : 0 ≤ residual A b x m ^ 2 / A m m := div_nonneg (sq_nonneg _) (hd m).le
    have h3 := ih (relax A b m x)
    rw [sweep]
    linarith
```

The decrease is strict exactly when some listed amplitude has a nonzero residual at the start:

$$J(S_l x)<J(x)\iff \exists\,m\in l,\ r(m)\neq0 .$$

For the empty list both sides are false. If the first amplitude has $r(m)=0$, then $R_mx=x$, and the rest of the list starts from the same vector and residual, so the induction hypothesis applies. If $r(m)\ne0$, the right side holds, and

$$J(S_l(R_mx))\le J(R_mx)<J(x).$$

```lean
/-- Relaxation over a list of amplitudes strictly lowers the energy exactly when some listed
amplitude has a nonzero residual at the start. -/
theorem sweep_lt_iff_exists {A : Matrix n n ℝ} (hA : A.IsSymm) (hd : ∀ m, 0 < A m m)
    (b : n → ℝ) (l : List n) (x : n → ℝ) :
    energy A b (sweep A b l x) < energy A b x ↔ ∃ m ∈ l, residual A b x m ≠ 0 := by
  induction l generalizing x with
  | nil => simp [sweep]
  | cons m l ih =>
    by_cases hr : residual A b x m = 0
    · -- a vanishing residual leaves the amplitudes untouched
      have hx : relax A b m x = x := by simp [relax, hr]
      rw [sweep, hx, ih]
      simp [hr]
    · -- a nonzero residual gives a gain that later steps cannot undo
      have h1 := (relax_exact hA b x (hd m)).2
      have h2 : 0 < residual A b x m ^ 2 / A m m :=
        div_pos (by positivity) (hd m)
      have h3 := sweep_le hA hd b l (relax A b m x)
      rw [sweep]
      exact ⟨fun _ => ⟨m, by simp, hr⟩, fun _ => by linarith⟩
```

The two branches of `by_cases hr` are these two cases.

## Positive definiteness and the full sweep

Positive definiteness enters as `hpos`: $\langle d,Ad\rangle>0$ for every $d\ne0$. Taking $d=e_m$ gives

$$A(m,m)=\langle e_m,Ae_m\rangle>0 .$$

```lean
/-- A positive definite matrix has positive diagonal elements. -/
theorem diag_pos {A : Matrix n n ℝ} (hpos : ∀ d : n → ℝ, d ≠ 0 → 0 < d ⬝ᵥ A *ᵥ d) (m : n) :
    0 < A m m := by
  have h := hpos (Pi.single m 1) (fun h0 => by simpa using congrFun h0 m)
  rw [single_dotProduct, one_mul] at h
  change 0 < (fun j => A m j) ⬝ᵥ Pi.single m 1 at h
  rwa [dotProduct_single, mul_one] at h
```

Now let the list contain every amplitude, which is `hl`. Some listed residual is nonzero exactly when $r\neq0$, so

$$J(S_l x)<J(x)\iff Ax\neq-b .$$

```lean
/-- For symmetric positive definite `A`, a sweep that visits every amplitude strictly lowers
the energy if and only if `x` does not solve `A x = -b`. -/
theorem full_sweep_lt_iff {A : Matrix n n ℝ} (hA : A.IsSymm)
    (hpos : ∀ d : n → ℝ, d ≠ 0 → 0 < d ⬝ᵥ A *ᵥ d) (b : n → ℝ) {l : List n}
    (hl : ∀ m, m ∈ l) (x : n → ℝ) :
    energy A b (sweep A b l x) < energy A b x ↔ A *ᵥ x ≠ -b := by
  rw [sweep_lt_iff_exists hA (diag_pos hpos)]
  constructor
  · rintro ⟨m, _, hm⟩ h
    exact hm (by simp [residual, h])
  · intro h
    by_contra hc
    apply h
    funext m
    have hm : residual A b x m = 0 := by
      by_contra hne
      exact hc ⟨m, hl m, hne⟩
    simp only [residual, Pi.add_apply] at hm
    rw [Pi.neg_apply]
    linarith
```

The theorem concerns one sweep in exact arithmetic with fixed $A$ and $b$. It gives no convergence rate for repeated sweeps, and it does not cover nonlinear amplitude equations.

An unchanged energy also identifies the minimum. If $J(S_lx)=J(x)$, then $Ax=-b$ and $r=0$, so for $y\neq x$ the expansion with $d=y-x$ gives

$$J(y)=J(x)+\langle y-x,A(y-x)\rangle>J(x).$$

Conversely, let $x$ be the unique global minimiser. If the sweep changed the energy, then $S_lx\neq x$ and $J(S_lx)>J(x)$, which contradicts the fact that no sweep raises the energy.

```lean
/-- A full sweep leaves the energy unchanged exactly when `x` is the unique global minimiser
of the energy. -/
theorem full_sweep_eq_iff_minimiser {A : Matrix n n ℝ} (hA : A.IsSymm)
    (hpos : ∀ d : n → ℝ, d ≠ 0 → 0 < d ⬝ᵥ A *ᵥ d) (b : n → ℝ) {l : List n}
    (hl : ∀ m, m ∈ l) (x : n → ℝ) :
    energy A b (sweep A b l x) = energy A b x ↔ ∀ y, y ≠ x → energy A b x < energy A b y := by
  constructor
  · intro h y hy
    have hs : A *ᵥ x = -b := by
      by_contra hc
      exact ((full_sweep_lt_iff hA hpos b hl x).2 hc).ne h
    have hr : residual A b x = 0 := by simp [residual, hs]
    -- without a residual only the positive quadratic term remains
    have e := energy_add hA b x (y - x)
    rw [hr, dotProduct_zero, add_sub_cancel] at e
    have p := hpos (y - x) (sub_ne_zero.2 hy)
    linarith
  · intro h
    by_contra hne
    have h1 := h (sweep A b l x) (fun e => hne (by rw [e]))
    exact absurd (sweep_le hA (diag_pos hpos) b l x) (not_le_of_gt h1)
```

The strict inequality for all `y ≠ x` expresses both minimality and uniqueness.

## Choosing the amplitude with the largest gain

The gains $r(k)^2/A(k,k)$ can be computed before any amplitude is changed. Let $m$ have the largest one, $g$. For symmetric $A$ with positive diagonal, $r(k)^2\le g\,A(k,k)$ for every $k$, and summing over $k$ gives

$$\langle r,r\rangle\le g\,\operatorname{tr}A,\qquad\text{so}\qquad J(x)-J(R_mx)=g\ge\frac{\langle r,r\rangle}{\operatorname{tr}A}.$$

```lean
/-- Relaxing the amplitude with the largest predicted gain `r(m)² / A(m,m)` lowers the energy
by at least `⟨r, r⟩ / tr A`. -/
theorem greedy_relax_gain {A : Matrix n n ℝ} (hA : A.IsSymm) (hd : ∀ m, 0 < A m m)
    (b x : n → ℝ) {m : n}
    (hg : ∀ k, residual A b x k ^ 2 / A k k ≤ residual A b x m ^ 2 / A m m) :
    (residual A b x ⬝ᵥ residual A b x) / A.trace
      ≤ energy A b x - energy A b (relax A b m x) := by
  rw [(relax_exact hA b x (hd m)).2]
  have ht : 0 < A.trace := Finset.sum_pos (fun k _ => hd k) ⟨m, Finset.mem_univ m⟩
  rw [div_le_iff₀ ht]
  generalize residual A b x m ^ 2 / A m m = g at hg ⊢
  -- compare the two sums amplitude by amplitude
  simp only [dotProduct, Matrix.trace, Matrix.diag_apply, Finset.mul_sum]
  apply Finset.sum_le_sum
  intro k _
  have hk := (div_le_iff₀ (hd k)).1 (hg k)
  linarith [sq (residual A b x k)]

end

end SingleAmplitudeRelaxation
```

`Finset.sum_le_sum` performs the summation of the separate inequalities.

With a single amplitude and $A=(a)$, $a>0$, the bound is an equality: both sides are $r^2/a$. The relaxed value is then $x-(ax+b)/a=-b/a$, so one step solves the equation.

```lean
#print axioms SingleAmplitudeRelaxation.full_sweep_lt_iff
#print axioms SingleAmplitudeRelaxation.full_sweep_eq_iff_minimiser
#print axioms SingleAmplitudeRelaxation.greedy_relax_gain
```

```
'SingleAmplitudeRelaxation.full_sweep_lt_iff' depends on axioms: [propext, Classical.choice, Quot.sound]
'SingleAmplitudeRelaxation.full_sweep_eq_iff_minimiser' depends on axioms: [propext, Classical.choice, Quot.sound]
'SingleAmplitudeRelaxation.greedy_relax_gain' depends on axioms: [propext, Classical.choice, Quot.sound]
```
